# Negative cubic anisotropy puts the minima of a stable quartic Landau energy on the axes

A soft mode with finitely many real components `x i`, at least one, has the Landau energy `-a S / 2 + u S ^ 2 / 4 + v Q / 4`, where `S` is the sum of the squares of the components and `Q` the sum of their fourth powers. Here `a` is the quadratic instability, `u` the isotropic quartic term and `v` the cubic anisotropy. For `a > 0`, `v < 0` and `u + v > 0`, `groundState_iff_axis` says that the global minimisers are exactly the distortions with a single nonzero component, whose square is `a / (u + v)`. The proof writes the energy as a constant plus two nonnegative terms, one fixing the total squared amplitude `S` and the other penalising its sharing between axes. Comparing a ground state with a trial distortion along one axis should make both terms vanish, and the converse follows from the same form.

An attempt in Lean 4 with a fault in it:

```lean
import Mathlib

open Finset

namespace CubicLandauAnisotropy

noncomputable section

variable {ι : Type*} [Fintype ι]

/-- Landau energy of a soft mode with components `x i`: a quadratic instability `a`, an isotropic
quartic term `u` and a cubic anisotropy `v`. -/
def landauEnergy (a u v : ℝ) (x : ι → ℝ) : ℝ :=
  -a * (∑ i, x i ^ 2) / 2 + u * (∑ i, x i ^ 2) ^ 2 / 4 + v * (∑ i, x i ^ 4) / 4

/-- A ground state is a global minimiser of the Landau energy. -/
def IsGroundState (a u v : ℝ) (x : ι → ℝ) : Prop :=
  ∀ y : ι → ℝ, landauEnergy a u v x ≤ landauEnergy a u v y

/-- The energy of a distortion along one axis is a quartic with stiffness `u + v`. -/
theorem energy_along_axis (a u v : ℝ) (x : ι → ℝ) (i : ι) (hx : ∀ j, j ≠ i → x j = 0) :
    landauEnergy a u v x = -a * x i ^ 2 / 2 + (u + v) * (x i ^ 2) ^ 2 / 4 := by
  have h2 : ∑ j, x j ^ 2 = x i ^ 2 :=
    Finset.sum_eq_single i (fun j _ hj => by simp [hx j hj]) (by simp)
  have h4 : ∑ j, x j ^ 4 = x i ^ 4 :=
    Finset.sum_eq_single i (fun j _ hj => by simp [hx j hj]) (by simp)
  rw [landauEnergy, h2, h4]
  ring

/-- Completed squares about the axial states: the anisotropy `-v` multiplies a sum that measures
how far the distortion is shared between different axes. -/
theorem axis_form (a u v d : ℝ) (hd : (u + v) * d = a) (x : ι → ℝ) :
    landauEnergy a u v x = -(a * d / 4) + (u + v) / 4 * (∑ i, x i ^ 2 - d) ^ 2
      + -v / 4 * ∑ i, x i ^ 2 * (∑ j, x j ^ 2 - x i ^ 2) := by
  have mix : ∀ s : ℝ, ∑ i, x i ^ 2 * (s - x i ^ 2) = (∑ i, x i ^ 2) * s - ∑ i, x i ^ 4 := by
    intro s
    rw [Finset.sum_mul, ← Finset.sum_sub_distrib]
    exact Finset.sum_congr rfl (fun i _ => by ring)
  rw [mix, landauEnergy, ← hd]
  ring

/-- The sharing term of the axial form is nonnegative, component by component. -/
theorem sharing_nonneg (x : ι → ℝ) (i : ι) : 0 ≤ x i ^ 2 * (∑ j, x j ^ 2 - x i ^ 2) :=
  mul_nonneg (sq_nonneg _) (sub_nonneg.mpr
    (Finset.single_le_sum (f := fun j => x j ^ 2) (fun _ _ => sq_nonneg _) (Finset.mem_univ i)))

/-- For negative anisotropy the ground states are exactly the distortions with a single nonzero
component, whose square is `a / (u + v)`. -/
theorem groundState_iff_axis [Nonempty ι] {a u v : ℝ} (ha : 0 < a) (hv : v < 0)
    (h : 0 < u + v) (x : ι → ℝ) :
    IsGroundState a u v x ↔ ∃ i, x i ^ 2 = a / (u + v) ∧ ∀ j, j ≠ i → x j = 0 := by
  classical
  obtain ⟨d, hdd⟩ : ∃ d, d = a / (u + v) := ⟨_, rfl⟩
  have hd0 : 0 < d := hdd ▸ div_pos ha h
  have hd : (u + v) * d = a := by rw [hdd, mul_comm]; exact div_mul_cancel₀ a h.ne'
  have val : ∀ (y : ι → ℝ) (i : ι), y i ^ 2 = d → (∀ j, j ≠ i → y j = 0) →
      landauEnergy a u v y = -(a * d / 4) := fun y i hi hy => by
    rw [energy_along_axis a u v y i hy, hi]
    linear_combination (d / 4) * hd
  have t1 := fun y : ι → ℝ =>
    mul_nonneg (by linarith : 0 ≤ (u + v) / 4) (sq_nonneg (∑ i, y i ^ 2 - d))
  have t2 := fun y : ι → ℝ => mul_nonneg (by linarith : 0 ≤ -v / 4)
    (Finset.sum_nonneg (fun i (_ : i ∈ univ) => sharing_nonneg y i))
  rw [← hdd]
  constructor
  · intro hg
    obtain ⟨k⟩ := ‹Nonempty ι›
    have h1 := hg (Pi.single k (√d))
    rw [val _ k (by rw [Pi.single_eq_same]; exact Real.sq_sqrt hd0.le)
      (fun j hj => Pi.single_eq_of_ne hj _), axis_form a u v d hd x] at h1
    have e1 := (mul_eq_zero.mp (le_antisymm (by linarith [t2 x]) (t1 x))).resolve_left
      (by linarith : 0 < (u + v) / 4).ne'
    have e2 := (mul_eq_zero.mp (le_antisymm (by linarith [t1 x]) (t2 x))).resolve_left
      (by linarith : 0 < -v / 4).ne'
    have hS := sub_eq_zero.mp (pow_eq_zero_iff two_ne_zero |>.mp e1)
    -- some component is nonzero, and it carries the whole distortion
    obtain ⟨i, hi⟩ : ∃ i, x i ≠ 0 := by
      by_contra hn
      push Not at hn
      have h0 : ∑ i, x i ^ 2 = 0 := by simp [hn]
      linarith
    have e3 := (Finset.sum_eq_zero_iff_of_nonneg (fun i _ => sharing_nonneg x i)).mp e2 i
      (Finset.mem_univ i)
    have e4 := (mul_eq_zero.mp e3).resolve_left (pow_ne_zero 2 hi)
    refine ⟨i, by linarith, fun j hj => ?_⟩
    have e5 := Finset.add_sum_erase univ (fun j => x j ^ 2) (Finset.mem_univ i)
    have e6 : ∑ j ∈ univ.erase i, x j ^ 2 = 0 := by simp only at e5; linarith
    exact pow_eq_zero_iff two_ne_zero |>.mp ((Finset.sum_eq_zero_iff_of_nonneg
      (fun j _ => sq_nonneg (x j))).mp e6 j (Finset.mem_erase.mpr ⟨hj, Finset.mem_univ j⟩))
  · rintro ⟨i, hi, hx⟩ y
    rw [val x i hi hx, axis_form a u v d hd y]
    linarith [t1 y, t2 y]

end

end CubicLandauAnisotropy
```

Lean reports:

```
Main.lean:69:24: error: Tactic `rewrite` failed: Did not find an occurrence of the pattern
  Pi.single ?i ?x ?i
in the target expression
  x k ^ 2 = d

ι : Type u_1
inst✝¹ : Fintype ι
inst✝ : Nonempty ι
a u v : ℝ
ha : 0 < a
hv : v < 0
h : 0 < u + v
x : ι → ℝ
d : ℝ
hdd : d = a / (u + v)
hd0 : 0 < d
hd : (u + v) * d = a
val : ∀ (y : ι → ℝ) (i : ι), y i ^ 2 = d → (∀ (j : ι), j ≠ i → y j = 0) → landauEnergy a u v y = -(a * d / 4)
t1 : ∀ (y : ι → ℝ), 0 ≤ (u + v) / 4 * (∑ i, y i ^ 2 - d) ^ 2
t2 : ∀ (y : ι → ℝ), 0 ≤ -v / 4 * ∑ i, y i ^ 2 * (∑ j, y j ^ 2 - y i ^ 2)
hg : IsGroundState a u v x
k : ι
h1 : landauEnergy a u v x ≤ landauEnergy a u v (Pi.single k √d)
⊢ x k ^ 2 = d
Main.lean:70:19: error: Type mismatch
  Pi.single_eq_of_ne hj ?m.367
has type
  Pi.single k ?m.367 j = 0
but is expected to have type
  x j = 0
```

The repair, with which the file compiles:

```diff
@@ -67,5 +67,5 @@
     obtain ⟨k⟩ := ‹Nonempty ι›
     have h1 := hg (Pi.single k (√d))
-    rw [val _ k (by rw [Pi.single_eq_same]; exact Real.sq_sqrt hd0.le)
+    rw [val (Pi.single k (√d)) k (by rw [Pi.single_eq_same]; exact Real.sq_sqrt hd0.le)
       (fun j hj => Pi.single_eq_of_ne hj _), axis_form a u v d hd x] at h1
     have e1 := (mul_eq_zero.mp (le_antisymm (by linarith [t2 x]) (t1 x))).resolve_left
@@ -84,6 +84,7 @@
     have e4 := (mul_eq_zero.mp e3).resolve_left (pow_ne_zero 2 hi)
     refine ⟨i, by linarith, fun j hj => ?_⟩
-    have e5 := Finset.add_sum_erase univ (fun j => x j ^ 2) (Finset.mem_univ i)
-    have e6 : ∑ j ∈ univ.erase i, x j ^ 2 = 0 := by simp only at e5; linarith
+    have e5 : x i ^ 2 + ∑ j ∈ univ.erase i, x j ^ 2 = ∑ j, x j ^ 2 :=
+      Finset.add_sum_erase univ (fun j => x j ^ 2) (Finset.mem_univ i)
+    have e6 : ∑ j ∈ univ.erase i, x j ^ 2 = 0 := by linarith
     exact pow_eq_zero_iff two_ne_zero |>.mp ((Finset.sum_eq_zero_iff_of_nonneg
       (fun j _ => sq_nonneg (x j))).mp e6 j (Finset.mem_erase.mpr ⟨hj, Finset.mem_univ j⟩))
```

Cause. The hypothesis `h1` compares the energy of `x`, on the left, with that of the trial state `Pi.single k (√d)`, on the right. The rewrite was meant for the right side, but `val _ k` leaves the distortion open, so its pattern fits any Landau energy with these coefficients, and Lean filled the hole with `x`. The two side conditions were then asked of `x`. The first message shows the goal `x k ^ 2 = d`, which has no `Pi.single` for `Pi.single_eq_same` to rewrite; the second shows `Pi.single_eq_of_ne` offered where `x j = 0` was expected.

Naming `Pi.single k (√d)` in the call cures both errors: the side conditions now concern the trial state, and the energy of `x` is left for `axis_form`.

The other change writes out the type of `e5` in the form `linarith` uses and drops `simp only at e5`. No message concerns those lines, so the errors don't show whether it was needed.
